# The Wannier saddle of the two-electron Coulomb potential for nuclear charge Z ≥ 1/12

Two electrons at distances $r_1=R\cos s$ and $r_2=R\sin s$ from a nucleus of charge $Z$, with angle $t$ between their position vectors, have the potential energy $C(s,t)/R$ in atomic units, where

$$C(s,t)=-\frac{Z}{\cos s}-\frac{Z}{\sin s}+\frac{1}{\sqrt{1-\sin 2s\,\cos t}}.$$

If $Z\ge 1/12$, then for $0<s<\pi/2$ with $s\ne\pi/4$, and for $0<t<\pi$,

$$C(s,\pi)<C(\pi/4,\pi)<C(\pi/4,t),\qquad C(\pi/4,\pi)=-\frac{4Z-1}{\sqrt2}.$$

The configuration with equal radii on opposite sides of the nucleus is therefore a saddle: a strict maximum along the hyperangle $s$ and a strict minimum along the angle $t$. Double escape just above threshold and highly doubly excited states are commonly discussed in terms of this point; the result here concerns only the potential at fixed hyperradius $R$, with a fixed point nucleus. Wannier's threshold law for the ionisation cross-section also needs the motion of the electrons near the saddle, and that step from potential to dynamics is not taken.

```lean
import Mathlib

open Real Filter Topology

namespace WannierSaddle

noncomputable section
```

## From electron positions to the hyperangle

The potential starts from two position vectors $x,y$ in three-dimensional space:

$$V(x,y)=-\frac{Z}{|x|}-\frac{Z}{|y|}+\frac{1}{|x-y|}.$$

In Lean the positions have type `EuclideanSpace ℝ (Fin 3)`, and the charge is any real number.

```lean
/-- Coulomb potential, in atomic units, of two electrons at `x` and `y` around a nucleus of
charge `Z` at the origin; its domain is `x ≠ 0`, `y ≠ 0`, `x ≠ y`. -/
def coulomb (Z : ℝ) (x y : EuclideanSpace ℝ (Fin 3)) : ℝ :=
  -Z / ‖x‖ - Z / ‖y‖ + 1 / ‖x - y‖
```

The function $C$ is defined separately, as a formula in $Z$, $s$ and $t$. Textbooks often write $\alpha$ for $s$ and $\theta_{12}$ for $t$, and some absorb a sign into $C$; here a negative $C$ means a negative energy. Lean sets $Z/0=0$, so the results keep $s$ strictly between $0$ and $\pi/2$, where both radii are positive.

```lean
/-- The hyperspherical potential `C(s, t)` at hyperangle `s` and interelectronic angle `t`;
its domain is `0 < s < π/2` with `sin (2s) cos t < 1`. -/
def C (Z s t : ℝ) : ℝ :=
  -Z / cos s - Z / sin s + 1 / √(1 - sin (2 * s) * cos t)
```

One more quantity simplifies the collinear case. With the electrons on opposite sides of the nucleus, their distance is $r_1+r_2=R(\cos s+\sin s)$. Measured in units of $R/\sqrt2$ it is

$$v=\sqrt2\,(\cos s+\sin s),$$

which is called `sep s` in the code.

```lean
/-- The distance between electrons on opposite sides of the nucleus, in units of `R / √2`,
where `R` is the hyperradius. -/
def sep (s : ℝ) : ℝ := √2 * (cos s + sin s)
```

To connect $V$ with $C$, take distinct electrons away from the nucleus and set $s=\arctan(|y|/|x|)$ and $R=|x|/\cos s$. Then $|x|=R\cos s$, $|y|=R\sin s$ and $0<s<\pi/2$. The law of cosines gives

$$|x-y|^2=R^2\left(\cos^2 s+\sin^2 s-2\sin s\cos s\cos t\right)=R^2\left(1-\sin 2s\cos t\right).$$

The left side is positive, so the bracket is positive too. Taking the root and substituting in $V$ gives $V=C(s,t)/R$.

The theorem states that such $R$ and $s$ exist, with $t$ the angle that Mathlib assigns to the two vectors. Its proof follows the same order: the arctangent supplies `R` and `s`, `hn` is the law of cosines, and `hnorm` is its square root.

```lean
/-- Two distinct electrons away from the nucleus have a hyperradius `R` and a hyperangle `s`,
and their Coulomb potential is `C / R`, with `C` taken at `s` and the angle between them. -/
theorem coulomb_eq_C_div (Z : ℝ) {x y : EuclideanSpace ℝ (Fin 3)}
    (hx : x ≠ 0) (hy : y ≠ 0) (hxy : x ≠ y) :
    ∃ R s : ℝ, 0 < R ∧ 0 < s ∧ s < π / 2 ∧ ‖x‖ = R * cos s ∧ ‖y‖ = R * sin s ∧
      0 < 1 - sin (2 * s) * cos (InnerProductGeometry.angle x y) ∧
      coulomb Z x y = C Z s (InnerProductGeometry.angle x y) / R := by
  have hx0 : 0 < ‖x‖ := norm_pos_iff.2 hx
  have hy0 : 0 < ‖y‖ := norm_pos_iff.2 hy
  have hd : 0 < ‖x - y‖ := norm_pos_iff.2 (sub_ne_zero.2 hxy)
  -- the hyperangle is the arctangent of the ratio of the radii
  obtain ⟨R, s, hR, h0, h1, hx1, hy1⟩ : ∃ R s : ℝ, 0 < R ∧ 0 < s ∧ s < π / 2 ∧
      ‖x‖ = R * cos s ∧ ‖y‖ = R * sin s := by
    have hc : 0 < cos (arctan (‖y‖ / ‖x‖)) := cos_arctan_pos _
    have ht : sin (arctan (‖y‖ / ‖x‖)) / cos (arctan (‖y‖ / ‖x‖)) = ‖y‖ / ‖x‖ := by
      rw [← tan_eq_sin_div_cos, tan_arctan]
    refine ⟨‖x‖ / cos (arctan (‖y‖ / ‖x‖)), arctan (‖y‖ / ‖x‖), div_pos hx0 hc,
      arctan_pos.2 (div_pos hy0 hx0), arctan_lt_pi_div_two _,
      (div_mul_cancel₀ _ hc.ne').symm, ?_⟩
    rw [div_mul_eq_mul_div, mul_div_assoc, ht, mul_div_cancel₀ _ hx0.ne']
  -- law of cosines for the electron-electron distance
  have hn : ‖x - y‖ ^ 2
      = R ^ 2 * (1 - sin (2 * s) * cos (InnerProductGeometry.angle x y)) := by
    rw [norm_sub_sq_real, ← InnerProductGeometry.cos_angle_mul_norm_mul_norm, hx1, hy1,
      sin_two_mul]
    linear_combination R ^ 2 * sin_sq_add_cos_sq s
  have hpos : 0 < 1 - sin (2 * s) * cos (InnerProductGeometry.angle x y) :=
    (mul_pos_iff_of_pos_left (pow_pos hR 2)).1 (by rw [← hn]; exact pow_pos hd 2)
  have hnorm : ‖x - y‖
      = R * √(1 - sin (2 * s) * cos (InnerProductGeometry.angle x y)) := by
    rw [← sqrt_sq hd.le, hn, sqrt_mul (sq_nonneg R), sqrt_sq hR.le]
  refine ⟨R, s, hR, h0, h1, hx1, hy1, hpos, ?_⟩
  unfold coulomb C
  rw [hnorm, hx1, hy1]
  ring
```

## The separation of opposite electrons

Squaring $v$ gives $v^2=2(1+2\sin s\cos s)$, hence

$$v^2-2=4\sin s\cos s>0\qquad(0<s<\pi/2).$$

Both $v$ and $v^2-2$ will appear in denominators, so their signs are recorded first. The `linear_combination` step is this squaring, with $(\sqrt2)^2=2$ and $\sin^2s+\cos^2s=1$ as inputs.

```lean
/-- For `0 < s < π/2` the scaled separation `v` is positive and `v² > 2`. -/
theorem sep_bounds {s : ℝ} (h0 : 0 < s) (h1 : s < π / 2) :
    0 < sep s ∧ 0 < sep s ^ 2 - 2 := by
  have hc : 0 < cos s := cos_pos_of_mem_Ioo ⟨by linarith, h1⟩
  have hs : 0 < sin s := sin_pos_of_pos_of_lt_pi h0 (by linarith)
  have hr : √2 ^ 2 = (2 : ℝ) := sq_sqrt (by norm_num)
  have h : sep s ^ 2 - 2 = 4 * (cos s * sin s) := by
    unfold sep
    linear_combination (cos s + sin s) ^ 2 * hr + 2 * sin_sq_add_cos_sq s
  exact ⟨by unfold sep; positivity, by rw [h]; positivity⟩
```

The same square can be written as

$$v^2=4-2(\cos s-\sin s)^2.$$

If $\cos s=\sin s$, then $\sin s=\sin(\pi/2-s)$. The sine is injective on $[-\pi/2,\pi/2]$, so $s=\pi/4$. For any other $s$ the subtracted square is positive and $v<2$. At fixed $R$, opposite electrons are thus farthest apart when their radii are equal.

```lean
/-- For `0 < s < π/2` with unequal radii, `s ≠ π/4`, the scaled separation is below `2`. -/
theorem sep_lt_two {s : ℝ} (h0 : 0 < s) (h1 : s < π / 2) (hne : s ≠ π / 4) :
    sep s < 2 := by
  have hr : √2 ^ 2 = (2 : ℝ) := sq_sqrt (by norm_num)
  have hcs : cos s - sin s ≠ 0 := by
    intro h
    have h2 : sin s = sin (π / 2 - s) := by rw [sin_pi_div_two_sub]; linarith
    have h3 := injOn_sin ⟨by linarith, by linarith⟩ ⟨by linarith, by linarith⟩ h2
    exact hne (by linarith)
  have h : sep s ^ 2 = 4 - 2 * (cos s - sin s) ^ 2 := by
    unfold sep
    linear_combination (cos s + sin s) ^ 2 * hr + 4 * sin_sq_add_cos_sq s
  have hp : 0 < (cos s - sin s) ^ 2 := by positivity
  by_contra hv
  nlinarith [not_lt.1 hv]
```

At $s=\pi/4$ both cosine and sine are $\sqrt2/2$, and $v=\sqrt2\cdot\sqrt2=2$.

```lean
/-- At equal radii, `s = π/4`, the scaled separation equals `2`. -/
theorem sep_pi_div_four : sep (π / 4) = 2 := by
  have hr : √2 ^ 2 = (2 : ℝ) := sq_sqrt (by norm_num)
  unfold sep
  rw [cos_pi_div_four, sin_pi_div_four]
  linear_combination hr
```

## The potential along the collinear line

For $t=\pi$ the expression under the root is $1+\sin 2s=(\cos s+\sin s)^2$, so the repulsion is $1/(\cos s+\sin s)=\sqrt2/v$. The attraction has the size

$$\frac{Z}{\cos s}+\frac{Z}{\sin s}=\frac{Z(\cos s+\sin s)}{\sin s\cos s}=\frac{Zv}{\sqrt2}\cdot\frac{4}{v^2-2}=\frac{2\sqrt2\,Zv}{v^2-2}.$$

Together,

$$C(s,\pi)=\sqrt2\left(\frac1v-\frac{2Zv}{v^2-2}\right).$$

In the proof, `hq` is the perfect square, `e1` the repulsion and `e2` the attraction.

```lean
/-- With the electrons on opposite sides of the nucleus and `0 < s < π/2`, the potential
depends on the hyperangle only through the scaled separation. -/
theorem C_opposite (Z : ℝ) {s : ℝ} (h0 : 0 < s) (h1 : s < π / 2) :
    C Z s π = √2 * (1 / sep s - 2 * Z * sep s / (sep s ^ 2 - 2)) := by
  have hc : 0 < cos s := cos_pos_of_mem_Ioo ⟨by linarith, h1⟩
  have hs : 0 < sin s := sin_pos_of_pos_of_lt_pi h0 (by linarith)
  have hu : cos s + sin s ≠ 0 := (add_pos hc hs).ne'
  have hr : √2 ^ 2 = (2 : ℝ) := sq_sqrt (by norm_num)
  have hr0 : √2 ≠ (0 : ℝ) := by positivity
  have hden : sep s ^ 2 - 2 = 4 * (cos s * sin s) := by
    unfold sep
    linear_combination (cos s + sin s) ^ 2 * hr + 2 * sin_sq_add_cos_sq s
  -- the electron-electron distance is the sum of the radii
  have hq : 1 - sin (2 * s) * cos π = (cos s + sin s) ^ 2 := by
    rw [cos_pi, sin_two_mul]
    linear_combination -sin_sq_add_cos_sq s
  have e1 : √2 * (1 / (√2 * (cos s + sin s))) = 1 / (cos s + sin s) := by
    field_simp
  have e2 : √2 * (2 * Z * (√2 * (cos s + sin s)) / (4 * (cos s * sin s)))
      = Z / cos s + Z / sin s := by
    rw [div_add_div _ _ hc.ne' hs.ne']
    linear_combination (Z * (cos s + sin s) / (2 * (cos s * sin s))) * hr
  rw [hden]
  unfold C sep
  rw [hq, sqrt_sq (add_pos hc hs).le, mul_sub, e1, e2]
  ring
```

At $v=2$ this formula gives $C(\pi/4,\pi)=\sqrt2\,(1/2-2Z)$. Subtracting $C(s,\pi)$ and dividing by $\sqrt2$,

$$\frac12-\frac1v+2Z\left(\frac{v}{v^2-2}-1\right)
=-\frac{2-v}{2v}+\frac{2Z(2-v)(1+v)}{v^2-2},$$

because $v-v^2+2=(2-v)(1+v)$. Over a common denominator,

$$C(\pi/4,\pi)-C(s,\pi)=\frac{\sqrt2\,(2-v)\left[4Zv(1+v)-(v^2-2)\right]}{2v(v^2-2)}.$$

The two terms in the square bracket show the competition. Leaving equal radii strengthens the total attraction, which lowers the potential, but it also brings the electrons closer together, which raises it. In Lean, `field_simp` clears the denominators and `ring` checks the remaining polynomial identity.

```lean
/-- Factored drop of the potential from equal radii to hyperangle `s`, for `0 < s < π/2` and
electrons on opposite sides of the nucleus. -/
theorem ridge_gap (Z : ℝ) {s : ℝ} (h0 : 0 < s) (h1 : s < π / 2) :
    C Z (π / 4) π - C Z s π =
      √2 * (2 - sep s) * (4 * Z * sep s * (1 + sep s) - (sep s ^ 2 - 2)) /
        (2 * sep s * (sep s ^ 2 - 2)) := by
  obtain ⟨hv, hw⟩ := sep_bounds h0 h1
  have hv' := hv.ne'
  have hw' := hw.ne'
  rw [C_opposite Z (by positivity) (by linarith [pi_pos]), C_opposite Z h0 h1,
    sep_pi_div_four, show (2 : ℝ) ^ 2 - 2 = 2 by norm_num]
  field_simp
  ring
```

## Bending the line at equal radii

At $s=\pi/4$ the attraction does not depend on the angle:

$$C(\pi/4,t)=-2\sqrt2\,Z+\frac{1}{\sqrt{1-\cos t}}.$$

For $0<t<\pi$ we have $-1<\cos t<1$, so $0<1-\cos t<2$ and the repulsion exceeds its value $1/\sqrt2$ at $t=\pi$. This holds for every real $Z$. The angle between two vectors never exceeds $\pi$, so any bending of the line lowers $t$ and raises the potential.

The bounds on the cosine are `ha` and `hb`; monotonicity of the square root and of the reciprocal then gives the inequality.

```lean
/-- At equal radii the potential is strictly lowest when the electrons are on opposite sides
of the nucleus, compared with any angle `0 < t < π`. -/
theorem angular_minimum (Z : ℝ) {t : ℝ} (h0 : 0 < t) (h1 : t < π) :
    C Z (π / 4) π < C Z (π / 4) t := by
  have ha : cos t < 1 := by
    have h := cos_lt_cos_of_nonneg_of_le_pi le_rfl h1.le h0
    rwa [cos_zero] at h
  have hb : -1 < cos t := by
    have h := cos_lt_cos_of_nonneg_of_le_pi h0.le le_rfl h1
    rwa [cos_pi] at h
  unfold C
  rw [show 2 * (π / 4) = π / 2 by ring, sin_pi_div_two, cos_pi]
  have h := one_div_lt_one_div_of_lt (sqrt_pos.2 (by linarith : 0 < 1 - 1 * cos t))
    (sqrt_lt_sqrt (by linarith) (by linarith : 1 - 1 * cos t < 1 - 1 * (-1)))
  linarith
```

## Maximum, minimum and value at the saddle

For the maximum along $s$, the square bracket in the factored gap has to be positive when $v<2$. Splitting off the charge $1/12$,

$$4Zv(1+v)-(v^2-2)=4\left(Z-\tfrac1{12}\right)v(1+v)+\tfrac13(2-v)(3+2v).$$

The first term is non-negative for $Z\ge1/12$ and the second is positive, so the maximum is strict even at $Z=1/12$. The minimum along $t$ is the preceding result, and the value follows from

$$\sqrt2\left(\tfrac12-2Z\right)=-\frac{4Z-1}{\sqrt2}.$$

The theorem joins these three statements under the single hypothesis `1 / 12 ≤ Z`, which every atomic nucleus satisfies since $Z\ge1$. In its proof `ha` and `hb` are the two terms of the split, `hX` is the positive bracket and `hg` the positive gap.

```lean
/-- Wannier saddle: for `Z ≥ 1/12` the point `(π/4, π)` is a strict maximum of the potential
along the hyperangle and a strict minimum along the interelectronic angle, with value
`-(4Z - 1)/√2`. -/
theorem wannier_saddle {Z : ℝ} (hZ : 1 / 12 ≤ Z) :
    (∀ s, 0 < s → s < π / 2 → s ≠ π / 4 → C Z s π < C Z (π / 4) π) ∧
    (∀ t, 0 < t → t < π → C Z (π / 4) π < C Z (π / 4) t) ∧
    C Z (π / 4) π = -(4 * Z - 1) / √2 := by
  refine ⟨fun s h0 h1 hne => ?_, fun t h0 h1 => angular_minimum Z h0 h1, ?_⟩
  · obtain ⟨hv, hw⟩ := sep_bounds h0 h1
    have h2 : 0 < 2 - sep s := sub_pos.2 (sep_lt_two h0 h1 hne)
    -- at the threshold charge the last factor is (2 - v)(3 + 2v)/3
    have hX : 0 < 4 * Z * sep s * (1 + sep s) - (sep s ^ 2 - 2) := by
      have ha : 0 ≤ (Z - 1 / 12) * (sep s * (1 + sep s)) :=
        mul_nonneg (by linarith) (by positivity)
      have hb : 0 < (2 - sep s) * (3 + 2 * sep s) := mul_pos h2 (by linarith)
      nlinarith
    have hg : 0 < C Z (π / 4) π - C Z s π := by
      rw [ridge_gap Z h0 h1]
      exact div_pos (mul_pos (mul_pos (by positivity) h2) hX)
        (mul_pos (by linarith) hw)
    linarith
  · have hr : √2 ^ 2 = (2 : ℝ) := sq_sqrt (by norm_num)
    have hr0 : √2 ≠ (0 : ℝ) := by positivity
    rw [C_opposite Z (by positivity) (by linarith [pi_pos]), sep_pi_div_four,
      eq_div_iff hr0]
    linear_combination (1 / 2 - 2 * Z) * hr
```

## Helium with radii 4 and 3

For $Z=2$ the saddle value is $-7/\sqrt2\approx-4.950$. Put the electrons on opposite sides of the nucleus at $4$ and $3$ bohr, so that $R=5$, $\cos s=4/5$ and $\sin s=3/5$. Then

$$C(s,\pi)=-\frac{2}{4/5}-\frac{2}{3/5}+\frac{1}{7/5}=-\frac{215}{42}\approx-5.119,$$

which lies below the saddle. With equal radii and a right angle between the electrons,

$$C(\pi/4,\pi/2)=-4\sqrt2+1\approx-4.657,$$

which lies above it.

## The threshold charge 1/12

The bound on $Z$ is sharp for the maximum along $s$. Suppose that $C(s,\pi)\le C(\pi/4,\pi)$ for all $0<s<\pi/2$. For $s\ne\pi/4$ the other factors of the gap are positive, so

$$4Zv(1+v)-(v^2-2)\ge0.$$

Let $s$ tend to $\pi/4$. Then $v$ tends to $2$, and the inequality becomes $24Z-2\ge0$, that is, $Z\ge1/12$. For a smaller charge, the increase in repulsion outweighs the gain in attraction for some pair of unequal radii.

Lean takes the limit from above: `hev` is the inequality for $s$ slightly larger than $\pi/4$, and `ge_of_tendsto` carries it to the limit. The reverse direction uses the strict maximum already proved and treats $s=\pi/4$ as equality.

```lean
/-- With the electrons on opposite sides of the nucleus, equal radii maximise the potential
over all hyperangles `0 < s < π/2` exactly when `Z ≥ 1/12`. -/
theorem ridge_maximum_iff (Z : ℝ) :
    (∀ s, 0 < s → s < π / 2 → C Z s π ≤ C Z (π / 4) π) ↔ 1 / 12 ≤ Z := by
  constructor
  · intro h
    have hcont : Continuous
        (fun s => 4 * Z * sep s * (1 + sep s) - (sep s ^ 2 - 2)) := by
      unfold sep
      fun_prop
    -- let the hyperangle approach π/4 from above in the factored gap
    have hlim := (hcont.tendsto (π / 4)).mono_left
      (nhdsWithin_le_nhds (s := Set.Ioi (π / 4)))
    have hq : π / 4 < π / 2 := by linarith [pi_pos]
    have hev : ∀ᶠ s in 𝓝[>] (π / 4),
        0 ≤ 4 * Z * sep s * (1 + sep s) - (sep s ^ 2 - 2) := by
      filter_upwards [Ioo_mem_nhdsGT hq] with s hs
      have h0 : 0 < s := by linarith [hs.1, pi_pos]
      obtain ⟨hv, hw⟩ := sep_bounds h0 hs.2
      have h2 : 0 < 2 - sep s := sub_pos.2 (sep_lt_two h0 hs.2 hs.1.ne')
      by_contra hX
      have hneg : C Z (π / 4) π - C Z s π < 0 := by
        rw [ridge_gap Z h0 hs.2]
        exact div_neg_of_neg_of_pos
          (mul_neg_of_pos_of_neg (mul_pos (by positivity) h2) (not_le.1 hX))
          (mul_pos (by linarith) hw)
      linarith [h s h0 hs.2]
    have hfin := ge_of_tendsto hlim hev
    rw [sep_pi_div_four] at hfin
    linarith
  · intro hZ s h0 h1
    by_cases hs : s = π / 4
    · rw [hs]
    · exact ((wannier_saddle hZ).1 s h0 h1 hs).le

end

end WannierSaddle
```

```lean
#print axioms WannierSaddle.coulomb_eq_C_div
#print axioms WannierSaddle.wannier_saddle
#print axioms WannierSaddle.ridge_maximum_iff
```

```
'WannierSaddle.coulomb_eq_C_div' depends on axioms: [propext, Classical.choice, Quot.sound]
'WannierSaddle.wannier_saddle' depends on axioms: [propext, Classical.choice, Quot.sound]
'WannierSaddle.ridge_maximum_iff' depends on axioms: [propext, Classical.choice, Quot.sound]
```
